# Bipartite hopping with equal on-site energies: k surplus sites give at least k zero modes

Take three surface orbitals, two on sublattice A and one on sublattice B. Both A orbitals couple to the B orbital, with complex hoppings t₀ and t₁, and they do not couple to each other. All on-site energies are equal and set to zero. With amplitudes a₀, a₁ on A and b₀ on B, a state of zero energy satisfies

t₀ b₀ = 0
t₁ b₀ = 0
t₀* a₀ + t₁* a₁ = 0

Put b₀ = 0. The first two equations hold, and the third is one condition on two unknowns, so a nonzero solution is left whatever the hoppings are. If they are not both zero, it is, in normalised form,

(a₀, a₁, b₀) = (t₁*, −t₀*, 0) / √(|t₀|² + |t₁|²)

The two paths into the B site cancel. Changing t₀ or t₁ can change the shape of the state but leaves its energy at zero. The same count works for any finite number of sites: each B site imposes one condition on the A amplitudes, and surplus A sites leave solutions over.

For a surface reconstruction with unequal sublattices, this means that in a finite, non-interacting tight-binding model with equal on-site energies and only A–B hopping, no refitting of the hoppings removes these levels.

## Sites, Hamiltonian and zero modes

```lean
import Mathlib

open Matrix
open scoped ComplexOrder

namespace SublatticeImbalance

variable {A B : Type*} [Fintype A] [Fintype B]
```

`A` and `B` are finite types, which here means finite sets of site labels. Nothing is assumed about geometry or periodicity. The number of sites is written `Fintype.card A`, or |A| in the prose.

```lean
/-- The Hamiltonian of a two-sublattice surface with hopping matrix `T` between the
sublattices `A` and `B`, no hopping within a sublattice, and all on-site energies zero. -/
def hamiltonian (T : Matrix A B ℂ) : Matrix (A ⊕ B) (A ⊕ B) ℂ :=
  fromBlocks 0 T Tᴴ 0
```

The matrix `T` has one row for each A site and one column for each B site. The type `A ⊕ B` is the disjoint union of the two label sets, and `Tᴴ` is the conjugate transpose, written T† below. `fromBlocks` assembles

H = [[0, T], [T†, 0]]

The two zero blocks carry the physical assumptions: the orbitals all sit at the same energy, taken as the origin, and no bond joins two sites of the same sublattice. Since the eigenvalue equation is Hψ = Eψ without an overlap matrix, the orbitals are taken to be orthonormal.

```lean
/-- The space of zero-energy states whose amplitude vanishes on every site of `B`. -/
def zeroModes (T : Matrix A B ℂ) : Submodule ℂ (A ⊕ B → ℂ) where
  carrier := {ψ | hamiltonian T *ᵥ ψ = 0 ∧ ∀ b, ψ (Sum.inr b) = 0}
  zero_mem' := ⟨Matrix.mulVec_zero _, fun _ => rfl⟩
  add_mem' := by
    rintro x y ⟨hx, hx'⟩ ⟨hy, hy'⟩
    exact ⟨by rw [Matrix.mulVec_add, hx, hy, add_zero], fun b => by simp [hx' b, hy' b]⟩
  smul_mem' := by
    rintro c x ⟨hx, hx'⟩
    exact ⟨by rw [Matrix.mulVec_smul, hx, smul_zero], fun b => by simp [hx' b]⟩
```

A wavefunction is a function `A ⊕ B → ℂ`, one amplitude per site. `Sum.inl a` labels a site of A and `Sum.inr b` a site of B, while `*ᵥ` is matrix times vector. Writing ψ_A and ψ_B for the two parts of ψ, the set `zeroModes T` contains the states with

Hψ = 0 and ψ_B = 0

It is declared as a `Submodule`, Lean's word for a linear subspace, so three short proofs must accompany the set: it contains zero, and it is closed under addition and under multiplication by a complex number. All three hold because both conditions, Hψ = 0 and ψ_B = 0, are linear in ψ.

## Why zero is the middle of the spectrum

```lean
/-- The wavefunction with its sign reversed on sublattice `B`. -/
def flipB (ψ : A ⊕ B → ℂ) : A ⊕ B → ℂ :=
  Sum.elim (ψ ∘ Sum.inl) (-(ψ ∘ Sum.inr))
```

This operation sends (ψ_A, ψ_B) to (ψ_A, −ψ_B). `Sum.elim` builds a function on the union from its two parts, and `ψ ∘ Sum.inl` is Lean's expression for ψ_A.

```lean
/-- If `ψ` solves the eigenvalue equation at energy `E`, then `ψ` with its sign reversed
on `B` solves it at energy `-E`. -/
theorem chiral_partner (T : Matrix A B ℂ) (E : ℂ) (ψ : A ⊕ B → ℂ)
    (h : hamiltonian T *ᵥ ψ = E • ψ) :
    hamiltonian T *ᵥ flipB ψ = (-E) • flipB ψ := by
  -- the two sublattice components of the eigenvalue equation
  have hA : T *ᵥ (ψ ∘ Sum.inr) = E • (ψ ∘ Sum.inl) := by
    ext a
    simpa [hamiltonian, fromBlocks_mulVec] using congrFun h (Sum.inl a)
  have hB : Tᴴ *ᵥ (ψ ∘ Sum.inl) = E • (ψ ∘ Sum.inr) := by
    ext b
    simpa [hamiltonian, fromBlocks_mulVec] using congrFun h (Sum.inr b)
  ext (a | b) <;> simp [hamiltonian, flipB, fromBlocks_mulVec, Matrix.mulVec_neg, hA, hB]
```

By hand, the equation Hψ = Eψ splits into

T ψ_B = E ψ_A
T† ψ_A = E ψ_B

For the flipped state the same products give

T(−ψ_B) = −E ψ_A
T† ψ_A = E ψ_B = (−E)(−ψ_B)

which is the eigenvalue equation at energy −E. In the proof, `hA` and `hB` are the two component equations, and the last line checks the flipped state on each sublattice. A nonzero ψ stays nonzero under the flip, so levels come in pairs ±E and zero lies at the centre. This is the sense of "midgap" here; the size of the gap around zero depends on T and is not estimated.

## Destructive interference at every B site

```lean
/-- A state is a zero mode on `A` exactly when it vanishes on `B` and the hopping
amplitudes from `A` interfere destructively at every site of `B`. -/
theorem mem_zeroModes_iff (T : Matrix A B ℂ) (ψ : A ⊕ B → ℂ) :
    ψ ∈ zeroModes T ↔ Tᴴ *ᵥ (ψ ∘ Sum.inl) = 0 ∧ ψ ∘ Sum.inr = 0 := by
  constructor
  · rintro ⟨h, hB⟩
    have hB' : ψ ∘ Sum.inr = 0 := funext hB
    refine ⟨?_, hB'⟩
    ext b
    simpa [hamiltonian, fromBlocks_mulVec, hB'] using congrFun h (Sum.inr b)
  · rintro ⟨h, hB⟩
    refine ⟨?_, fun b => congrFun hB b⟩
    ext (a | b) <;> simp [hamiltonian, fromBlocks_mulVec, h, hB]
```

The two components of Hψ are T ψ_B on A and T† ψ_A on B. If ψ_B = 0, the first vanishes automatically and only the second is a condition. Therefore

ψ is a zero mode on A ⇔ T† ψ_A = 0 and ψ_B = 0

The symbol `↔` asks for two implications, and `constructor` splits the proof accordingly. The first direction reads off the B component of Hψ = 0. The second checks that both components vanish.

## Counting the modes

```lean
/-- The number of independent zero modes on `A` plus the rank of the hopping matrix
equals the number of sites of `A`. -/
theorem finrank_zeroModes_add_rank (T : Matrix A B ℂ) :
    Module.finrank ℂ (zeroModes T) + T.rank = Fintype.card A := by
  -- restriction to `A` identifies the zero modes with the kernel of `Tᴴ`
  let e : zeroModes T ≃ₗ[ℂ] LinearMap.ker Tᴴ.mulVecLin :=
    { toFun := fun ψ => ⟨ψ.1 ∘ Sum.inl,
        LinearMap.mem_ker.2 ((mem_zeroModes_iff T ψ.1).1 ψ.2).1⟩
      map_add' := fun _ _ => rfl
      map_smul' := fun _ _ => rfl
      invFun := fun x => ⟨Sum.elim x.1 0,
        (mem_zeroModes_iff T _).2 ⟨LinearMap.mem_ker.1 x.2, rfl⟩⟩
      left_inv := by
        intro ψ
        apply Subtype.ext
        funext i
        rcases i with a | b
        · rfl
        · exact (congrFun ((mem_zeroModes_iff T ψ.1).1 ψ.2).2 b).symm
      right_inv := fun _ => rfl }
  have hrn := LinearMap.finrank_range_add_finrank_ker Tᴴ.mulVecLin
  rw [Module.finrank_fintype_fun_eq_card] at hrn
  have hr : Module.finrank ℂ (LinearMap.range Tᴴ.mulVecLin) = T.rank :=
    Matrix.rank_conjTranspose T
  have he := e.finrank_eq
  omega
```

`Module.finrank ℂ` is the complex dimension of a space, so the theorem says

dim(zero modes on A) + rank T = |A|

The derivation has three steps. By the previous result, ψ ↦ ψ_A identifies the zero modes on A with the kernel of T†. Rank-nullity for T†, which acts on a space of dimension |A|, gives

dim ker T† + rank T† = |A|

Finally, rank T† = rank T.

In Lean, the identification is the linear equivalence `e`. Its forward map restricts to A, and its inverse extends an A wavefunction by zero on B. Rank-nullity is `hrn`, the equality of ranks is `hr`, and `he` says that equivalent spaces have equal dimension. The tactic `omega`, which handles linear arithmetic with integers, combines them.

```lean
/-- If `A` has `k` more sites than `B`, then for every choice of the hoppings between
`A` and `B` there are `k` linearly independent zero-energy states supported on `A`. -/
theorem exists_midgap_states (T : Matrix A B ℂ) (k : ℕ)
    (hk : Fintype.card A = Fintype.card B + k) :
    ∃ v : Fin k → (A ⊕ B → ℂ), LinearIndependent ℂ v ∧
      ∀ i, hamiltonian T *ᵥ v i = 0 ∧ ∀ b, v i (Sum.inr b) = 0 := by
  -- the rank of `T` cannot exceed the number of sites of `B`
  have hle : k ≤ Module.finrank ℂ (zeroModes T) := by
    have h1 := finrank_zeroModes_add_rank T
    have h2 := Matrix.rank_le_card_width T
    omega
  let b := Module.finBasis ℂ (zeroModes T)
  refine ⟨fun i => (b (Fin.castLE hle i) : A ⊕ B → ℂ), ?_, fun i => (b (Fin.castLE hle i)).2⟩
  exact (b.linearIndependent.comp (Fin.castLE hle) (Fin.castLE_injective hle)).map'
    (zeroModes T).subtype (Submodule.ker_subtype _)
```

This is the central statement. The hypothesis `hk` says |A| = |B| + k. The conclusion supplies k states v₀, …, v₍k−1₎, indexed by `Fin k`, which are linearly independent, have zero energy and vanish on B. Because `T` is an arbitrary argument, the result holds for every complex hopping matrix. For k = 0 the family is empty.

The rank of T cannot exceed its number of columns, so

dim(zero modes on A) = |A| − rank T ≥ |A| − |B| = k

A basis of this subspace therefore has at least k members, and any k of them will do. The proof establishes the inequality as `hle`, takes a basis `b`, and uses `Fin.castLE hle` to select its first k vectors. The closing lines confirm that the selected vectors remain independent when regarded as wavefunctions on all sites. They need not be normalised or mutually orthogonal, but Gram–Schmidt makes them so without leaving the subspace.

## When the surplus is the exact count

```lean
/-- If no nonzero state on `B` is annihilated by the hopping matrix, the number of
independent zero-energy states of the whole surface is exactly the excess of `A` sites
over `B` sites. -/
theorem finrank_kernel_of_injective (T : Matrix A B ℂ) (hT : ∀ y, T *ᵥ y = 0 → y = 0) :
    Module.finrank ℂ (LinearMap.ker (hamiltonian T).mulVecLin) + Fintype.card B
      = Fintype.card A := by
  -- every zero-energy state vanishes on `B`
  have hker : LinearMap.ker (hamiltonian T).mulVecLin = zeroModes T := by
    ext ψ
    constructor
    · intro h
      have h0 : hamiltonian T *ᵥ ψ = 0 := LinearMap.mem_ker.1 h
      have hB : ψ ∘ Sum.inr = 0 := by
        apply hT
        ext a
        simpa [hamiltonian, fromBlocks_mulVec] using congrFun h0 (Sum.inl a)
      exact ⟨h0, fun b => congrFun hB b⟩
    · rintro ⟨h, -⟩
      exact LinearMap.mem_ker.2 h
  have hinj : Function.Injective T.mulVecLin :=
    (injective_iff_map_eq_zero T.mulVecLin).2 hT
  have hr : T.rank = Fintype.card B :=
    (LinearMap.finrank_range_of_inj hinj).trans (Module.finrank_fintype_fun_eq_card ℂ)
  rw [hker, ← hr]
  exact finrank_zeroModes_add_rank T
```

The theorem above gives a lower bound. Here the hypothesis `hT` says that T is injective: no nonzero state on B is annihilated by T. The conclusion concerns the whole kernel of H, not only its part on A:

dim ker H + |B| = |A|

For the proof, let Hψ = 0. The A component reads T ψ_B = 0, and injectivity forces ψ_B = 0. Every zero-energy state thus lives on A, which is the equality of subspaces `hker`. Injectivity also gives rank T = |B|, recorded as `hr`, and the earlier count finishes the argument.

A chain of five sites, A₀–B₀–A₁–B₁–A₂, shows this with numbers. In units of a reference hopping, let every bond have strength 1:

T = [[1, 0], [1, 1], [0, 1]]

The condition T† ψ_A = 0 becomes

a₀ + a₁ = 0
a₁ + a₂ = 0

with normalised solution ψ_A = (1, −1, 1)/√3. For the other levels, the two component equations combine to T†T ψ_B = E² ψ_B. Here T†T = [[2, 1], [1, 2]] has eigenvalues 1 and 3, so the spectrum is

−√3, −1, 0, 1, √3

Now double the bond between A₁ and B₁. The conditions become

a₀ + a₁ = 0
2a₁ + a₂ = 0

and the zero mode changes to ψ_A = (1, −1, 2)/√6. The matrix T†T = [[2, 2], [2, 5]] has eigenvalues 1 and 6, and the spectrum is

−√6, −1, 0, 1, √6

The outer levels have moved, the wavefunction has been reshaped, and the single zero level remains, as 3 − 2 = 1 requires.

## Changing the B sublattice

```lean
/-- With a common on-site energy `ε` on `A` and arbitrary couplings `D` within `B`,
every zero mode on `A` of the original surface is a solution at energy `ε`. -/
theorem zeroMode_shift [DecidableEq A] (T : Matrix A B ℂ) (D : Matrix B B ℂ) (ε : ℂ)
    (ψ : A ⊕ B → ℂ) (hψ : ψ ∈ zeroModes T) :
    fromBlocks (diagonal fun _ => ε) T Tᴴ D *ᵥ ψ = ε • ψ := by
  obtain ⟨hA, hB⟩ := (mem_zeroModes_iff T ψ).1 hψ
  have hB' : ∀ b, ψ (Sum.inr b) = 0 := fun b => congrFun hB b
  ext (a | b) <;> simp [fromBlocks_mulVec, hA, hB, hB']
```

The Hamiltonian is now

H′ = [[ε·1, T], [T†, D]]

where every A site has on-site energy ε and D holds arbitrary on-site energies and couplings within B. For a Hermitian model, ε is real and D is Hermitian, though the theorem needs neither. Applied to a zero mode of the original H, for which ψ_B = 0 and T† ψ_A = 0, the new matrix gives

on A: ε ψ_A + T ψ_B = ε ψ_A
on B: T† ψ_A + D ψ_B = 0 = ε ψ_B

So H′ψ = εψ with the same wavefunction. The proof extracts the two properties of ψ and checks both components. Physically, the B atoms may differ chemically from the A atoms and may bond among themselves; the states have no amplitude there to feel it. The theorem does assume that the A orbitals share a common energy, as symmetry-equivalent sites would, and that they do not couple to one another. The level ε need no longer lie in the middle of the spectrum.

## A bond between A sites can remove the zero mode

```lean
/-- In a triangle with two `A` sites and one `B` site, unit `A`-`B` hoppings and all on-site
energies zero, any nonzero real hopping `s` between the two `A` sites leaves no zero-energy state.
-/
theorem triangle_no_zero_mode (s : ℝ) (hs : s ≠ 0) (ψ : Fin 2 ⊕ Fin 1 → ℂ)
    (h : fromBlocks !![0, (s : ℂ); (s : ℂ), 0] !![1; 1] (!![1; 1] : Matrix (Fin 2) (Fin 1) ℂ)ᴴ 0
      *ᵥ ψ = 0) : ψ = 0 := by
  have h0 : (s : ℂ) * ψ (Sum.inl 1) + ψ (Sum.inr 0) = 0 := by
    simpa [Matrix.mulVec, dotProduct, Fintype.sum_sum_type, Fin.sum_univ_two]
      using congrFun h (Sum.inl 0)
  have h1 : (s : ℂ) * ψ (Sum.inl 0) + ψ (Sum.inr 0) = 0 := by
    simpa [Matrix.mulVec, dotProduct, Fintype.sum_sum_type, Fin.sum_univ_two]
      using congrFun h (Sum.inl 1)
  have h2 : ψ (Sum.inl 0) + ψ (Sum.inl 1) = 0 := by
    simpa [Matrix.mulVec, dotProduct, Fintype.sum_sum_type, Fin.sum_univ_two]
      using congrFun h (Sum.inr 0)
  have hs' : (s : ℂ) ≠ 0 := Complex.ofReal_ne_zero.2 hs
  -- adding the two `A` equations isolates the amplitude on `B`
  have hb : ψ (Sum.inr 0) = 0 := by
    linear_combination (1 / 2 : ℂ) * h0 + (1 / 2 : ℂ) * h1 - (s : ℂ) / 2 * h2
  rw [hb, add_zero] at h0 h1
  have ha1 := (mul_eq_zero.1 h0).resolve_left hs'
  have ha0 := (mul_eq_zero.1 h1).resolve_left hs'
  funext i
  rcases i with a | b
  · fin_cases a
    · exact ha0
    · exact ha1
  · fin_cases b
    exact hb

end SublatticeImbalance
```

Return to the three sites of the opening, with t₀ = t₁ = 1, and add a real hopping s between the two A sites. The notation `!![...]` writes out a matrix, with semicolons separating rows, and the equation Hψ = 0 reads

s a₁ + b₀ = 0
s a₀ + b₀ = 0
a₀ + a₁ = 0

Half the sum of the first two equations, minus s/2 times the third, leaves b₀ = 0. The first two then become s a₁ = 0 and s a₀ = 0, so for s ≠ 0 all amplitudes vanish. The theorem says just this: the only solution of Hψ = 0 is ψ = 0.

In Lean, `h0`, `h1` and `h2` are the three equations in the order above, and `linear_combination` verifies the elimination that gives `hb`. The final lines collect the three vanishing amplitudes.

The former zero mode (1, −1, 0)/√2 is still an eigenstate of the triangle, but its energy is now −s. The protection at zero energy therefore applies to changes of the A–B hoppings and does not extend to arbitrary new bonds within A.

```lean
#print axioms SublatticeImbalance.finrank_zeroModes_add_rank
-- 'SublatticeImbalance.finrank_zeroModes_add_rank' depends on axioms: [propext, Classical.choice, Quot.sound]
#print axioms SublatticeImbalance.exists_midgap_states
-- 'SublatticeImbalance.exists_midgap_states' depends on axioms: [propext, Classical.choice, Quot.sound]
#print axioms SublatticeImbalance.zeroMode_shift
-- 'SublatticeImbalance.zeroMode_shift' depends on axioms: [propext, Classical.choice, Quot.sound]
#print axioms SublatticeImbalance.triangle_no_zero_mode
-- 'SublatticeImbalance.triangle_no_zero_mode' depends on axioms: [propext, Classical.choice, Quot.sound]
```
